# In a one-parameter hybrid, the initial slope of the coupling-constant integrand fixes the exchange fraction

Let l be the coupling constant, running from 0 (non-interacting electrons) to 1 (full interaction) at fixed density. The exchange-correlation energy is the integral over l of a coupling-constant integrand. Write D(l) for the integrand supplied by an approximate density functional, so that D(0) is its exchange energy, and X for the exact-exchange energy. The difference

G = X − D(0)

is the error to be repaired at l = 0. The hybrid integrand with real parameter n is

W(l) = D(l) + G (1 − l)^(n−1).

At l = 0 it equals X. For n > 1 the correction vanishes at l = 1, where the density functional is left as it was. For n = 1 the correction is the constant G.

D is assumed to have a finite one-sided derivative d at l = 0, taken from within [0,1], and to be continuous on [0,1] wherever an integral is formed. The first assumption excludes the local density approximation: weak coupling at fixed density corresponds by scaling to high density, where its correlation energy per electron diverges logarithmically, and the slope of its integrand tends to −∞ as l → 0. The letter s denotes a prescribed initial slope of W. The physical choice for s is the initial slope of the exact integrand, which is twice the second-order correlation energy of Görling–Levy perturbation theory, the expansion in l at fixed density.

## Slope, exponent and energy

The derivative of (1 − l)^(n−1) is −(n − 1)(1 − l)^(n−2), which at l = 0 equals −(n − 1). Hence

W′(0) = d − (n − 1) G.

A function has only one one-sided derivative at an endpoint, so W has initial slope s exactly when s = d − (n − 1)G. If G ≠ 0, this can be solved for the exponent parameter:

n = 1 + (d − s)/G.

This value satisfies n ≥ 1 when (d − s)/G ≥ 0. For G > 0 the condition reads s ≤ d: an integrand that starts above D must have an initial slope no greater than that of D. For G < 0 the inequality is reversed.

For the energy, take n ≥ 1 and substitute x = 1 − l:

∫₀¹ (1 − l)^(n−1) dl = ∫₀¹ x^(n−1) dx = 1/n.

Therefore

∫₀¹ W dl = ∫₀¹ D dl + G/n,

and 1/n is the fraction of exact exchange that replaces density-functional exchange. To eliminate n, note that the slope relation gives d − s = (n − 1)G, so G + (d − s) = nG. This is nonzero when G ≠ 0, and

G/n = G²/(nG) = G²/(G + (d − s)).

Finally, for G ≠ 0, the correction G/n equals G/4 exactly when n = 4, which is to say exactly when the initial slope is d − 3G.

For global hybrids, this relates the mixing fraction to perturbative information at weak coupling, within a model whose integrand has a single adjustable parameter. The familiar value 1/4, used in PBE0, is thereby translated into a condition on the slope; whether a given molecule satisfies that condition is a separate question.

## A numerical instance with n = 4

In arbitrary energy units, let D(l) = −1 − 0.2 l and X = −0.9. Then D(0) = −1, d = −0.2 and G = 0.1. Suppose that the prescribed slope is s = −0.5. The exponent parameter is

n = 1 + (−0.2 + 0.5)/0.1 = 4,

so W(l) = −1 − 0.2 l + 0.1 (1 − l)³, whose slope at l = 0 is −0.2 − 0.3 = −0.5, as required. The integral of D is −1.1, and the correction is 0.1/4 = 0.025, giving an energy of −1.075. The formula without n agrees: 0.1²/(0.1 + 0.3) = 0.025.

With the shallower slope s = −0.4 the same data give n = 3, and the exchange fraction rises to 1/3.

## The integrand as a Lean function

```lean
import Mathlib

open Set

namespace HybridMixingFromInitialSlope

noncomputable section
```

The definition takes D as a function on all of ℝ, although only its values on [0,1] will matter. `X`, `n` and `l` are real numbers, and G is written out as `X - D 0` throughout.

```lean
/-- The hybrid coupling-constant integrand: a density-functional integrand `D` plus the
exchange correction `X - D 0`, damped by the factor `(1 - l) ^ (n - 1)` with real `n`. -/
def hybridIntegrand (D : ℝ → ℝ) (X n l : ℝ) : ℝ :=
  D l + (X - D 0) * (1 - l) ^ (n - 1)
```

Since `n` is real, the power here is the real power. When n is a positive integer one expects an ordinary polynomial factor, and the next lemma confirms it: on the right-hand side of its statement the exponent `n - 1` is a natural number. The proof converts the natural power into a real one; the hypothesis `1 ≤ n` ensures that subtraction in the natural numbers agrees with subtraction in the reals.

```lean
/-- For a positive natural number `n` the damping factor is the ordinary power of `1 - l`
with exponent `n - 1`. -/
theorem hybridIntegrand_natCast (D : ℝ → ℝ) (X l : ℝ) {n : ℕ} (hn : 1 ≤ n) :
    hybridIntegrand D X n l = D l + (X - D 0) * (1 - l) ^ (n - 1) := by
  unfold hybridIntegrand
  rw [← Real.rpow_natCast, Nat.cast_sub hn, Nat.cast_one]
```

## From the slope to the exponent

The expression `HasDerivWithinAt D d (Icc 0 1) 0` says that D has derivative d at 0 when approached from within [0,1]. The first theorem states the slope relation as an equivalence, for every real n and without assuming continuity of D away from 0.

```lean
/-- If `D` has initial slope `d`, the hybrid integrand has initial slope `s` exactly when
`s = d - (n - 1) (X - D 0)`. -/
theorem initialSlope_iff {D : ℝ → ℝ} {X n d s : ℝ}
    (hD : HasDerivWithinAt D d (Icc 0 1) 0) :
    HasDerivWithinAt (hybridIntegrand D X n) s (Icc 0 1) 0 ↔
      s = d - (n - 1) * (X - D 0) := by
  -- differentiate the damping factor at zero coupling, where its base equals one
  have h1 : HasDerivAt (fun l : ℝ => 1 - l) (-1) 0 :=
    (hasDerivAt_id' (0 : ℝ)).const_sub 1
  have h2 := (h1.rpow_const (p := n - 1) (Or.inl (by norm_num))).const_mul (X - D 0)
  have h3 := hD.add h2.hasDerivWithinAt
  have e : d - (n - 1) * (X - D 0)
      = d + (X - D 0) * (-1 * (n - 1) * (1 - 0 : ℝ) ^ (n - 1 - 1)) := by
    rw [sub_zero, Real.one_rpow]
    ring
  have h4 : HasDerivWithinAt (hybridIntegrand D X n) (d - (n - 1) * (X - D 0))
      (Icc 0 1) 0 := by
    rw [e]
    exact h3
  -- the one-sided derivative at the end of the interval is unique
  have hu : UniqueDiffWithinAt ℝ (Icc (0 : ℝ) 1) 0 :=
    uniqueDiffOn_Icc (zero_lt_one' ℝ) 0 ⟨le_refl _, zero_le_one⟩
  constructor
  · intro h
    exact (h.derivWithin hu).symm.trans (h4.derivWithin hu)
  · intro h
    rw [h]
    exact h4
```

The steps `h1` and `h2` differentiate 1 − l and then its power by the chain rule, which is available for any real exponent because the base equals 1 at l = 0. Adding the derivative of D gives `h3`, and `e` evaluates the result to d − (n − 1)G. The fact `hu` records that derivatives within [0,1] are unique at 0. It yields the forward direction, in which an assumed slope s must coincide with the computed one; the reverse direction is substitution.

Solving for n requires `X ≠ D 0`. If X = D(0), then W = D for every n, and the slope carries no information about the exponent.

```lean
/-- When exact exchange `X` differs from `D 0`, the hybrid integrand has initial slope `s`
exactly when `n = 1 + (d - s) / (X - D 0)`. -/
theorem exponent_iff {D : ℝ → ℝ} {X n d s : ℝ}
    (hD : HasDerivWithinAt D d (Icc 0 1) 0) (hX : X ≠ D 0) :
    HasDerivWithinAt (hybridIntegrand D X n) s (Icc 0 1) 0 ↔
      n = 1 + (d - s) / (X - D 0) := by
  have hg : X - D 0 ≠ 0 := sub_ne_zero.mpr hX
  rw [initialSlope_iff hD, ← sub_eq_iff_eq_add', eq_div_iff hg]
  constructor <;> intro h <;> linarith
```

The rewriting turns the equation for n into (n − 1)G = d − s, and `linarith` matches this with the slope relation in both directions.

The next theorem adds the requirement n ≥ 1. Its hypothesis `hs` is the sign condition discussed above: the prescribed slope either equals d, which gives n = 1, or differs from d in the direction that initially narrows the gap between W and D.

```lean
/-- If `X` differs from `D 0` and `(d - s) / (X - D 0)` is nonnegative, exactly one real
`n ≥ 1` gives the hybrid integrand the prescribed initial slope `s`. -/
theorem existsUnique_exponent {D : ℝ → ℝ} {X d s : ℝ}
    (hD : HasDerivWithinAt D d (Icc 0 1) 0) (hX : X ≠ D 0)
    (hs : 0 ≤ (d - s) / (X - D 0)) :
    ∃! n : ℝ, 1 ≤ n ∧ HasDerivWithinAt (hybridIntegrand D X n) s (Icc 0 1) 0 := by
  refine ⟨1 + (d - s) / (X - D 0), ⟨by linarith, (exponent_iff hD hX).2 rfl⟩, ?_⟩
  intro m hm
  exact (exponent_iff hD hX).1 hm.2
```

The symbol `∃!` means that exactly one such n exists. The proof exhibits 1 + (d − s)/G, checks both requirements, and obtains uniqueness from the preceding equivalence.

## The energy and the quarter

The integral formula is proved for D continuous on [0,1] and n ≥ 1; it assumes neither a derivative at 0 nor G ≠ 0.

```lean
/-- For continuous `D` and real `n ≥ 1`, the coupling-constant integral of the hybrid
integrand is that of `D` plus the fraction `1 / n` of `X - D 0`. -/
theorem integral_hybridIntegrand {D : ℝ → ℝ} {X n : ℝ}
    (hc : ContinuousOn D (Icc 0 1)) (hn : 1 ≤ n) :
    (∫ l in (0 : ℝ)..1, hybridIntegrand D X n l)
      = (∫ l in (0 : ℝ)..1, D l) + (X - D 0) / n := by
  have hn0 : n ≠ 0 := by linarith
  -- reflect the interval and integrate the power
  have hr : (∫ l in (0 : ℝ)..1, (1 - l) ^ (n - 1))
      = ∫ x in (1 - 1 : ℝ)..(1 - 0), x ^ (n - 1) :=
    intervalIntegral.integral_comp_sub_left (fun x : ℝ => x ^ (n - 1)) 1
  have hp : (∫ l in (0 : ℝ)..1, (1 - l) ^ (n - 1)) = 1 / n := by
    rw [hr, sub_self, sub_zero, integral_rpow (Or.inl (by linarith)), sub_add_cancel,
      Real.one_rpow, Real.zero_rpow hn0, sub_zero]
  have hw : Continuous (fun l : ℝ => (X - D 0) * (1 - l) ^ (n - 1)) :=
    continuous_const.mul
      ((continuous_const.sub continuous_id).rpow_const (fun _ => Or.inr (by linarith)))
  unfold hybridIntegrand
  rw [intervalIntegral.integral_add (hc.intervalIntegrable_of_Icc zero_le_one)
    (hw.intervalIntegrable 0 1), intervalIntegral.integral_const_mul, hp]
  ring
```

Here `hr` is the substitution x = 1 − l, and `hp` evaluates the power integral as 1/n. The fact `hw` gives continuity of the correction term, including at l = 1, where the base vanishes and the nonnegative exponent is needed. The integral of the sum can then be split and the constant G taken outside.

The following theorem combines slope and energy. It assumes that W has initial slope s for some n ≥ 1, and concludes that the correction can be written in terms of G, d and s alone.

```lean
/-- Let `D` be continuous on `[0,1]` with initial slope `d`, let `X` differ from `D 0`, and let the
hybrid integrand with `n ≥ 1` have initial slope `s`. Then its integral is that of `D` plus `(X - D
0) ^ 2 / ((X - D 0) + (d - s))`, and the denominator is nonzero. -/
theorem energy_from_initialSlope {D : ℝ → ℝ} {X n d s : ℝ}
    (hc : ContinuousOn D (Icc 0 1)) (hD : HasDerivWithinAt D d (Icc 0 1) 0)
    (hX : X ≠ D 0) (hn : 1 ≤ n)
    (hW : HasDerivWithinAt (hybridIntegrand D X n) s (Icc 0 1) 0) :
    (X - D 0) + (d - s) ≠ 0 ∧
      (∫ l in (0 : ℝ)..1, hybridIntegrand D X n l)
        = (∫ l in (0 : ℝ)..1, D l) + (X - D 0) ^ 2 / ((X - D 0) + (d - s)) := by
  have hg : X - D 0 ≠ 0 := sub_ne_zero.mpr hX
  have hn0 : n ≠ 0 := by linarith
  -- the slope relation turns the denominator into `n` times `X - D 0`
  have key : (X - D 0) + (d - s) = n * (X - D 0) := by
    rw [(initialSlope_iff hD).1 hW]
    ring
  rw [key]
  refine ⟨mul_ne_zero hn0 hg, ?_⟩
  rw [integral_hybridIntegrand hc hn, pow_two, mul_div_mul_right _ _ hg]
```

The identity `key` is G + (d − s) = nG. It proves that the denominator is nonzero, and after cancellation of one factor G it reduces the claimed correction to G/n.

The last theorem compares two statements about the same n ≥ 1: that the energy contains the correction G/4, and that the initial slope is d − 3G.

```lean
/-- Let `D` be continuous on `[0,1]` with initial slope `d`, let `X` differ from `D 0`, and let `n ≥
1`. The integral of the hybrid integrand is that of `D` plus one quarter of `X - D 0` exactly when
the hybrid integrand has initial slope `d - 3 (X - D 0)`. -/
theorem quarter_mixing_iff {D : ℝ → ℝ} {X n d : ℝ}
    (hc : ContinuousOn D (Icc 0 1)) (hD : HasDerivWithinAt D d (Icc 0 1) 0)
    (hX : X ≠ D 0) (hn : 1 ≤ n) :
    (∫ l in (0 : ℝ)..1, hybridIntegrand D X n l)
        = (∫ l in (0 : ℝ)..1, D l) + 1 / 4 * (X - D 0) ↔
      HasDerivWithinAt (hybridIntegrand D X n) (d - 3 * (X - D 0)) (Icc 0 1) 0 := by
  have hg : X - D 0 ≠ 0 := sub_ne_zero.mpr hX
  have hn0 : n ≠ 0 := by linarith
  -- both sides say that `n = 4`
  have e : 1 + (d - (d - 3 * (X - D 0))) / (X - D 0) = 4 := by
    rw [sub_sub_cancel, mul_div_assoc, div_self hg]
    norm_num
  rw [exponent_iff hD hX, e, integral_hybridIntegrand hc hn]
  constructor
  · intro h
    have h1 : (X - D 0) / n = 1 / 4 * (X - D 0) := by linarith
    rw [div_eq_iff hn0] at h1
    exact mul_left_cancel₀ hg (by linear_combination (-4) * h1)
  · intro h
    rw [h]
    ring

end

end HybridMixingFromInitialSlope
```

The calculation `e` shows that the slope d − 3G corresponds to n = 4, so the right-hand side of the equivalence becomes `n = 4`. On the left, the integral formula leaves G/n = G/4. Multiplying by n and cancelling G gives n = 4, and substituting n = 4 gives the converse.

In all these theorems D, X, d and s are given data. The coupling-constant formula for the energy, the perturbative origin of s and the form of the damping factor enter as physical input, and no self-consistent change of the density is modelled.

```lean
#print axioms HybridMixingFromInitialSlope.existsUnique_exponent
-- 'HybridMixingFromInitialSlope.existsUnique_exponent' depends on axioms: [propext, Classical.choice, Quot.sound]
#print axioms HybridMixingFromInitialSlope.integral_hybridIntegrand
-- 'HybridMixingFromInitialSlope.integral_hybridIntegrand' depends on axioms: [propext, Classical.choice, Quot.sound]
#print axioms HybridMixingFromInitialSlope.energy_from_initialSlope
-- 'HybridMixingFromInitialSlope.energy_from_initialSlope' depends on axioms: [propext, Classical.choice, Quot.sound]
#print axioms HybridMixingFromInitialSlope.quarter_mixing_iff
-- 'HybridMixingFromInitialSlope.quarter_mixing_iff' depends on axioms: [propext, Classical.choice, Quot.sound]
```
